# Reversible Linear Steps Have Determinant ±1 and Reciprocal Eigenvalues

To test a time step for a molecular dynamics integrator, one can apply the integrator to a harmonic oscillator, write one step as a matrix M, and look at the eigenvalues of M. An eigenvalue outside the unit circle means that some initial state grows exponentially with the number of steps. If the step is time-reversible, the test has only two outcomes: either some eigenvalue lies outside the circle, or all of them lie on it. An eigenvalue inside the circle always has a partner outside.

The precise statement concerns a real n×n matrix M, which advances a phase-space vector x to M x, and a real n×n matrix R, which reverses time, usually by changing the sign of the momenta. Suppose that M is invertible and that

R² = 1,  R M R = M⁻¹.

Then det(M)² = 1, and every complex eigenvalue z of M is nonzero and has 1/z as an eigenvalue too.

The first condition says that reversing the momenta twice changes nothing. The second says that reversing the momenta, taking a step and reversing them again undoes a step. Multiplied by M from the right, it becomes

R M R M = 1.

## Determinant and eigenvectors under time reversal

Taking determinants of R² = 1 gives det(R)² = 1. Taking determinants of R M R M = 1 gives

det(R)² det(M)² = 1,

and therefore det(M)² = 1.

Now let v be a nonzero complex vector with M v = z v. Apply the reversal relation to v:

v = R M R (M v) = z (R M R v).

If z were zero, the right-hand side would vanish and v would be zero. So z ≠ 0, and division by z gives

R M R v = z⁻¹ v.

Multiply by R from the left. Since R² = 1, the left-hand side is M R v, so

M (R v) = z⁻¹ (R v).

The vector R v is not zero, because R (R v) = v. It is therefore an eigenvector with eigenvalue 1/z: time reversal turns a decaying mode into a growing one.

Because M is real, complex conjugation of M v = z v shows that the conjugate z̄ is an eigenvalue as well, and then so is 1/z̄. The four numbers z, z̄, 1/z and 1/z̄ need not be distinct. On the unit circle 1/z = z̄, and for z = ±1 all four coincide.

If every eigenvalue satisfies |z| ≤ 1, the same bound holds for the partner 1/z. This gives |z| ≥ 1, hence |z| = 1. For a linear step, such as an integrator applied to harmonic forces, reversibility thus rules out damping one eigenmode without amplifying another.

## Velocity Verlet for a harmonic oscillator

Take unit mass, force −k q and time step h. In code, one velocity Verlet step changes the momentum p by −h k q/2, changes the position q by h p, evaluates the force at the new position, and changes the momentum by −h k q/2 again. With the state written as (q, p), this is the product K D K of a half kick K and a drift D:

K = [1, 0; −h k/2, 1],  D = [1, h; 0, 1].

With R = diag(1, −1), conjugation changes the sign of the off-diagonal entries, which turns K into K⁻¹ and D into D⁻¹. Inserting R² = 1 between the factors gives

R (K D K) R = (R K R)(R D R)(R K R) = K⁻¹ D⁻¹ K⁻¹ = (K D K)⁻¹.

The step is therefore reversible for every h and k, including time steps that are far too long. Multiplying out the product gives determinant 1 and trace 2 − h² k, so the eigenvalues solve

z² − (2 − h² k) z + 1 = 0.

They lie on the unit circle exactly when 0 ≤ h² k ≤ 4. At h² k = 4 the step is [−1, h; 0, −1], whose powers grow linearly, so eigenvalues on the circle do not by themselves keep a trajectory bounded. These limits come from the explicit matrix; the Lean theorem about this step establishes its reversibility alone.

The relation R M R M = 1 can also be tested on a running program: take a step, negate the momenta, take another step, negate the momenta again, and compare with the initial state. Up to rounding, the two should agree.

## Reversibility and complex eigenvalues in Lean

The index type `n` labels the phase-space coordinates, positions and momenta together. It is finite, and its size may be even or odd.

```lean
import Mathlib

open Matrix

namespace ReversibleLinearIntegrator

noncomputable section

variable {n : Type*} [Fintype n] [DecidableEq n]
```

Reversibility is a structure with two equations. The field `reversal` is R M R M = 1, with the rightmost factor acting first. The entries may come from any commutative ring, which the code calls `K` (unrelated to the half kick K above), so the same definition serves real and complex matrices.

```lean
/-- A linear step `M` is reversible under `R` if `R` is an involution and the step,
followed by its reversed copy `R M R`, restores every initial state. -/
structure IsReversible {K : Type*} [CommRing K] (R M : Matrix n n K) : Prop where
  involution : R * R = 1
  reversal : R * M * R * M = 1
```

Nothing forces `R` to be a momentum flip; any involution is allowed. Reversibility is a hypothesis about the step, and it has to be established for each integrator. The model covers linear, deterministic steps in exact arithmetic, and so excludes anharmonic forces and random thermostats.

A weaker condition on R would also have served: R invertible, with R M R⁻¹ = M⁻¹, and no demand that R² = 1. The determinant argument and the pairing of z with 1/z would go through in the same way. The definition would then admit more general reversing maps, at the price of carrying R⁻¹ through the algebra.

A real matrix can have complex eigenvalues, as an oscillation does, so its entries are first regarded as complex numbers.

```lean
/-- A real matrix regarded as a matrix acting on complex vectors. -/
def complexify (M : Matrix n n ℝ) : Matrix n n ℂ := Complex.ofRealHom.mapMatrix M
```

An eigenvalue is then a complex number `z` for which a nonzero complex vector `v` satisfies M v = z v. The symbol `*ᵥ` is the action of a matrix on a vector, and `•` is multiplication by a scalar. The definition does not record multiplicity.

```lean
/-- The complex number `z` is an eigenvalue of the real matrix `M`, with a nonzero
complex eigenvector. -/
def IsEigenvalue (M : Matrix n n ℝ) (z : ℂ) : Prop :=
  ∃ v : n → ℂ, v ≠ 0 ∧ complexify M *ᵥ v = z • v
```

The next theorem shows that the structure says the same as the conditions stated at the start. Over the real numbers, `IsUnit M.det` means det(M) ≠ 0. This condition is needed because Mathlib gives a singular matrix the inverse zero, so that M = 0 would otherwise satisfy R M R = M⁻¹.

```lean
/-- Reversibility means that `R` is an involution, `M` is invertible, and conjugation
by `R` turns `M` into its inverse. -/
theorem isReversible_iff {K : Type*} [CommRing K] (R M : Matrix n n K) :
    IsReversible R M ↔ R * R = 1 ∧ IsUnit M.det ∧ R * M * R = M⁻¹ := by
  constructor
  · intro h
    exact ⟨h.involution, Matrix.isUnit_det_of_left_inverse h.reversal,
      (Matrix.inv_eq_left_inv h.reversal).symm⟩
  · rintro ⟨h1, h2, h3⟩
    exact ⟨h1, by rw [h3, Matrix.nonsing_inv_mul _ h2]⟩
```

In the forward direction, R M R is a left inverse of M, which makes the determinant invertible and identifies R M R with M⁻¹. In the other direction, substituting M⁻¹ for R M R leaves M⁻¹ M = 1.

## From the reversed eigenvector to the spectrum

The eigenvector argument is carried out over an arbitrary field.

```lean
/-- Time reversal carries an eigenvector of a reversible step with eigenvalue `z` to an
eigenvector with eigenvalue `1/z`, and `z` is nonzero. -/
theorem reversed_mode {K : Type*} [Field K] {R M : Matrix n n K}
    (h : IsReversible R M) {z : K} {v : n → K} (hv0 : v ≠ 0) (hv : M *ᵥ v = z • v) :
    z ≠ 0 ∧ R *ᵥ v ≠ 0 ∧ M *ᵥ (R *ᵥ v) = z⁻¹ • (R *ᵥ v) := by
  -- apply the reversal relation to the eigenvector
  have key : z • ((R * M * R) *ᵥ v) = v := by
    rw [← Matrix.mulVec_smul, ← hv, Matrix.mulVec_mulVec, h.reversal, Matrix.one_mulVec]
  have hz : z ≠ 0 := by
    intro h0
    rw [h0, zero_smul] at key
    exact hv0 key.symm
  refine ⟨hz, ?_, ?_⟩
  · intro h0
    apply hv0
    rw [← Matrix.one_mulVec v, ← h.involution, ← Matrix.mulVec_mulVec, h0,
      Matrix.mulVec_zero]
  · have hinv : (R * M * R) *ᵥ v = z⁻¹ • v := by
      calc (R * M * R) *ᵥ v = z⁻¹ • (z • ((R * M * R) *ᵥ v)) :=
            (inv_smul_smul₀ hz _).symm
        _ = z⁻¹ • v := by rw [key]
    have hm : R * (R * M * R) = M * R := by
      calc R * (R * M * R) = (R * R) * M * R := by simp only [mul_assoc]
        _ = M * R := by rw [h.involution, one_mul]
    rw [Matrix.mulVec_mulVec, ← hm, ← Matrix.mulVec_mulVec, hinv, Matrix.mulVec_smul]
```

The equation `key` is z (R M R v) = v, obtained by applying the reversal relation to the eigenvector. Setting z = 0 in it contradicts v ≠ 0. The second part shows R v ≠ 0 by applying R once more. In the last part, `hinv` is the equation divided by z, and `hm` is the simplification R (R M R) = M R. Together they give M (R v) = z⁻¹ (R v).

The same symmetry can be seen in determinants, without choosing an eigenvector. From the two reversibility relations,

R (z − M) R M = z M − 1,

where z stands for z times the identity matrix. Taking determinants and using det(R)² = 1 gives det(z M − 1) = det(M) det(z − M).

```lean
/-- The characteristic determinant of a reversible step has a reciprocal symmetry:
`det (z M - 1) = det M * det (z - M)`. -/
theorem characteristic_reciprocal {K : Type*} [CommRing K] {R M : Matrix n n K}
    (h : IsReversible R M) (z : K) :
    (z • M - 1).det = M.det * (z • (1 : Matrix n n K) - M).det := by
  have e : R * (z • (1 : Matrix n n K) - M) * R * M = z • M - 1 := by
    simp only [mul_sub, sub_mul, mul_smul_comm, smul_mul_assoc, mul_one]
    rw [h.involution, h.reversal, one_mul]
  have hR : R.det * R.det = 1 := by
    rw [← Matrix.det_mul, h.involution, Matrix.det_one]
  rw [← e, Matrix.det_mul, Matrix.det_mul, Matrix.det_mul]
  linear_combination ((z • (1 : Matrix n n K) - M).det * M.det) * hR
```

Here `e` is the matrix factorisation and `hR` is det(R)² = 1. The final `linear_combination` removes the two factors det(R). This identity is a companion result; the main theorem uses the eigenvectors.

The main theorem takes a real reversible pair `R`, `M` and returns both conclusions.

```lean
/-- For a reversible real linear step, the determinant squares to one, and every complex
eigenvalue `z` is nonzero and accompanied by the eigenvalue `1/z`. -/
theorem reversible_spectrum {R M : Matrix n n ℝ} (h : IsReversible R M) :
    M.det ^ 2 = 1 ∧ ∀ z : ℂ, IsEigenvalue M z → z ≠ 0 ∧ IsEigenvalue M z⁻¹ := by
  constructor
  · have hR : R.det * R.det = 1 := by
      rw [← Matrix.det_mul, h.involution, Matrix.det_one]
    have hM : R.det * M.det * R.det * M.det = 1 := by
      rw [← Matrix.det_mul, ← Matrix.det_mul, ← Matrix.det_mul, h.reversal, Matrix.det_one]
    linear_combination hM - M.det ^ 2 * hR
  · -- the reversal relation survives complexification
    have hc : IsReversible (complexify R) (complexify M) := by
      constructor
      · unfold complexify
        rw [← map_mul, h.involution, map_one]
      · unfold complexify
        rw [← map_mul, ← map_mul, ← map_mul, h.reversal, map_one]
    rintro z ⟨v, hv0, hv⟩
    obtain ⟨hz, hw0, hw⟩ := reversed_mode hc hv0 hv
    exact ⟨hz, _, hw0, hw⟩
```

For the determinant, `hR` and `hM` are the determinants of the two reversibility relations, and `linear_combination` eliminates det(R)². For the eigenvalues, `hc` transfers both relations to the complex matrices, which is possible because `complexify` preserves products and the identity. Then `reversed_mode` supplies R v as the eigenvector for `z⁻¹`.

## Conjugate eigenvalues and the unit circle

In Lean, complex conjugation is written `starRingEnd ℂ`. The following theorem adds the conjugate eigenvalues.

```lean
/-- An eigenvalue `z` of a reversible real step comes with its complex conjugate, its
inverse, and the inverse of its conjugate as eigenvalues. -/
theorem eigenvalue_quadruplet {R M : Matrix n n ℝ} (h : IsReversible R M) {z : ℂ}
    (hz : IsEigenvalue M z) :
    IsEigenvalue M (starRingEnd ℂ z) ∧ IsEigenvalue M z⁻¹ ∧
      IsEigenvalue M (starRingEnd ℂ z)⁻¹ := by
  have hconj : IsEigenvalue M (starRingEnd ℂ z) := by
    obtain ⟨v, hv0, hv⟩ := hz
    refine ⟨fun i => starRingEnd ℂ (v i), ?_, ?_⟩
    · intro h0
      apply hv0
      funext i
      simpa using congrFun h0 i
    · -- conjugate the eigenvalue equation component by component
      funext i
      have hi := congrArg (starRingEnd ℂ) (congrFun hv i)
      simpa [complexify, Matrix.mulVec, dotProduct, map_sum] using hi
  exact ⟨hconj, ((reversible_spectrum h).2 z hz).2, ((reversible_spectrum h).2 _ hconj).2⟩
```

The proof conjugates the eigenvector component by component. The entries of M are real and stay unchanged, so the conjugated equation is an eigenvalue equation for z̄. The main theorem, applied to z and to z̄, gives the two inverses.

The stability test from the opening is the next theorem. Its hypothesis `hb` says that no eigenvalue lies outside the unit circle.

```lean
/-- If no eigenvalue of a reversible real step lies outside the unit circle, then every
eigenvalue lies on it. -/
theorem eigenvalues_on_unit_circle {R M : Matrix n n ℝ} (h : IsReversible R M)
    (hb : ∀ z : ℂ, IsEigenvalue M z → ‖z‖ ≤ 1) {z : ℂ} (hz : IsEigenvalue M z) :
    ‖z‖ = 1 := by
  obtain ⟨hz0, hinv⟩ := (reversible_spectrum h).2 z hz
  have h1 := hb _ hinv
  rw [norm_inv] at h1
  have hpos : 0 < ‖z‖ := norm_pos_iff.mpr hz0
  have h2 : ‖z‖ * ‖z‖⁻¹ = 1 := mul_inv_cancel₀ hpos.ne'
  have h3 := mul_le_mul_of_nonneg_left h1 hpos.le
  exact le_antisymm (hb z hz) (by linarith)
```

The bound applied to `z⁻¹` is `h1`, which reads |z|⁻¹ ≤ 1 once the norm of the inverse is rewritten. Multiplication by the positive number |z| gives 1 ≤ |z|, and the original bound gives the opposite inequality.

## Reversibility of palindromic steps

A symmetric composition A B A inherits reversibility from its parts, provided that both are reversible under the same R.

```lean
/-- The palindromic composition `A B A` of two steps reversible under the same `R` is
reversible under `R`. -/
theorem palindromic_composition {K : Type*} [CommRing K] {R A B : Matrix n n K}
    (hA : IsReversible R A) (hB : IsReversible R B) : IsReversible R (A * B * A) := by
  refine ⟨hA.involution, ?_⟩
  -- insert R² = 1 between the substeps
  have e : R * (A * B * A) * R = (R * A * R) * (R * B * R) * (R * A * R) := by
    calc R * (A * B * A) * R = R * A * 1 * B * 1 * A * R := by
          simp only [mul_one, mul_assoc]
      _ = R * A * (R * R) * B * (R * R) * A * R := by rw [hA.involution]
      _ = (R * A * R) * (R * B * R) * (R * A * R) := by simp only [mul_assoc]
  calc R * (A * B * A) * R * (A * B * A)
      = (R * A * R) * ((R * B * R) * ((R * A * R * A) * B)) * A := by
        rw [e]
        simp only [mul_assoc]
    _ = 1 := by rw [hA.reversal, one_mul, hB.reversal, mul_one, hA.reversal]
```

The equation `e` inserts R² = 1 between the substeps. The remaining product then collapses from the inside: R A R A = 1 removes the inner pair of A factors, R B R B = 1 removes B, and R A R A = 1 removes what is left.

For the oscillator, the three matrices act on (q, p). The first reverses the momentum.

```lean
/-- Reversal of the momentum in the phase plane of position and momentum. -/
def momentumFlip : Matrix (Fin 2) (Fin 2) ℝ := !![1, 0; 0, -1]
```

The half kick changes the momentum according to the force at the current position.

```lean
/-- Half a time step `h` of momentum change under the harmonic force `-k q`. -/
def halfKick (h k : ℝ) : Matrix (Fin 2) (Fin 2) ℝ := !![1, 0; -(h * k / 2), 1]
```

The drift moves the position at constant momentum.

```lean
/-- A time step `h` of free motion at unit mass. -/
def drift (h : ℝ) : Matrix (Fin 2) (Fin 2) ℝ := !![1, h; 0, 1]
```

The composition theorem reduces the reversibility of velocity Verlet to that of the half kick and the drift. Both are checked entry by entry, for arbitrary real `h` and `k`.

```lean
/-- The velocity Verlet step of a harmonic oscillator with unit mass, composed of a half
kick, a drift and a half kick, is reversible under the momentum flip. -/
theorem velocityVerlet_witness (h k : ℝ) :
    IsReversible momentumFlip (halfKick h k * drift h * halfKick h k) := by
  apply palindromic_composition
  · constructor <;> ext i j <;> fin_cases i <;> fin_cases j <;>
      simp [momentumFlip, halfKick, Matrix.mul_apply, Fin.sum_univ_succ]
  · constructor <;> ext i j <;> fin_cases i <;> fin_cases j <;>
      simp [momentumFlip, drift, Matrix.mul_apply, Fin.sum_univ_succ]
```

Although velocity Verlet has determinant 1 here, reversibility alone does not fix the sign. The momentum flip, taken as a step in its own right, satisfies both relations and has determinant −1. The conclusion det(M)² = 1 therefore cannot be strengthened to det(M) = 1 without a further assumption, such as that the step is symplectic.

```lean
/-- The momentum flip, taken as a step, is reversible under itself and has
determinant `-1`. -/
theorem determinant_neg_one_occurs :
    IsReversible momentumFlip momentumFlip ∧ momentumFlip.det = -1 := by
  have hR : momentumFlip * momentumFlip = 1 := by
    ext i j
    fin_cases i <;> fin_cases j <;>
      simp [momentumFlip, Matrix.mul_apply, Fin.sum_univ_succ]
  refine ⟨⟨hR, ?_⟩, ?_⟩
  · rw [hR, one_mul, hR]
  · simp [momentumFlip, Matrix.det_fin_two]

end

end ReversibleLinearIntegrator
```

```lean
#print axioms ReversibleLinearIntegrator.reversible_spectrum
-- 'ReversibleLinearIntegrator.reversible_spectrum' depends on axioms: [propext, Classical.choice, Quot.sound]
#print axioms ReversibleLinearIntegrator.eigenvalue_quadruplet
-- 'ReversibleLinearIntegrator.eigenvalue_quadruplet' depends on axioms: [propext, Classical.choice, Quot.sound]
#print axioms ReversibleLinearIntegrator.eigenvalues_on_unit_circle
-- 'ReversibleLinearIntegrator.eigenvalues_on_unit_circle' depends on axioms: [propext, Classical.choice, Quot.sound]
#print axioms ReversibleLinearIntegrator.determinant_neg_one_occurs
-- 'ReversibleLinearIntegrator.determinant_neg_one_occurs' depends on axioms: [propext, Classical.choice, Quot.sound]
```
